# For $U\ge 1$, the least value of edge repulsion minus particle number over representable pair occupations is minus the independence number

## Configurations, pair occupations and energy

Let $V$ be a finite set of sites, each empty or singly occupied, as for spinless fermions in a fixed orbital basis. A configuration is the set $S\subseteq V$ of occupied sites, with $|S|$ particles.

```lean
import Mathlib

open Finset

namespace DiagonalRepresentability

noncomputable section

variable {V : Type*} [Fintype V] [DecidableEq V]
```

An ensemble assigns a probability $p(S)$ to every configuration. Particle number is not fixed.

```lean
/-- An ensemble: a probability distribution on the sets of occupied sites. -/
structure IsEnsemble (p : Finset V → ℝ) : Prop where
  nonneg : ∀ S, 0 ≤ p S
  sum_one : ∑ S, p S = 1
```

The joint occupation $P_{ij}$ is the probability that $i$ and $j$ are both occupied, so the diagonal gives the site occupations, $n_i=P_{ii}$.

```lean
/-- The joint occupation `P i j`: the total weight of configurations in which `i` and `j` are
both occupied. Its diagonal is the occupation of a site. -/
def pairOcc (p : Finset V → ℝ) (i j : V) : ℝ :=
  ∑ S, if i ∈ S ∧ j ∈ S then p S else 0
```

A matrix $P$ is representable when some ensemble produces it.

```lean
/-- A matrix is representable if it is the joint occupation matrix of some ensemble. -/
def Representable (P : V → V → ℝ) : Prop :=
  ∃ p, IsEnsemble p ∧ P = pairOcc p
```

A single configuration $T$ is the ensemble with all its weight on $T$.

```lean
/-- The ensemble consisting of the single configuration `T`. -/
def pureEnsemble (T : Finset V) (S : Finset V) : ℝ := if S = T then 1 else 0
```

The bonds are the edges of a graph $G$ on $V$; write $i\sim j$ for adjacent sites. The energy is

$$E_U(P)=\frac U2\sum_{i\sim j}P_{ij}-\sum_i P_{ii},$$

where the first sum runs over ordered pairs, so the factor $1/2$ counts each edge once. Here $U$ is the repulsion across a bond, measured in units of the energy gained by adding a particle (the chemical potential). There is no hopping term.

```lean
variable (G : SimpleGraph V) [DecidableRel G.Adj]

/-- The energy `U ∑ P i j - ∑ P i i`, the first sum running over the edges of the graph
(half the sum over ordered adjacent pairs). -/
def energy (U : ℝ) (P : V → V → ℝ) : ℝ :=
  U * ((∑ i, ∑ j, if G.Adj i j then P i j else 0) / 2) - ∑ i, P i i
```

The number of occupied bonds in $S$ is $b(S)$, written `bonds G S`.

```lean
/-- The number of edges with both ends occupied in the configuration `S`. -/
def bonds (S : Finset V) : ℝ :=
  (∑ i ∈ S, ∑ j ∈ S, if G.Adj i j then (1 : ℝ) else 0) / 2
```

An independent set is a set of sites with no two adjacent. The independence number $\alpha$, `G.indepNum`, is the size of the largest one.

## Representability: $P$ comes from a probability distribution

Physically, `Representable P` says that the pair occupations belong to an actual state, possibly mixed. By hand, it lets us exchange the sums over sites and configurations:

$$\sum_iP_{ii}=\sum_S p(S)\,|S|,\qquad \frac12\sum_{i\sim j}P_{ij}=\sum_S p(S)\,b(S),$$

and therefore

$$E_U(P)=\sum_S p(S)\,\bigl(U\,b(S)-|S|\bigr).$$

In `energy_pairOcc` these two identities are `h2` and `h1`; `hb` rewrites the bond count of one configuration as a sum over all sites.

```lean
/-- The energy of an ensemble's joint occupations is the average over configurations of
`U` times the number of occupied bonds minus the number of particles. -/
theorem energy_pairOcc (U : ℝ) (p : Finset V → ℝ) :
    energy G U (pairOcc p) = ∑ S, p S * (U * bonds G S - (S.card : ℝ)) := by
  have hb : ∀ S, p S * (2 * bonds G S) =
      ∑ i, ∑ j, if G.Adj i j then (if i ∈ S ∧ j ∈ S then p S else 0) else 0 := by
    intro S
    have e : ∀ f : V → ℝ, ∑ i ∈ S, f i = ∑ i, if i ∈ S then f i else 0 :=
      fun f => by simp
    calc p S * (2 * bonds G S)
        = p S * ∑ i ∈ S, ∑ j ∈ S, (if G.Adj i j then (1 : ℝ) else 0) := by
          unfold bonds; ring
      _ = _ := by
          simp only [e]
          rw [Finset.mul_sum]
          refine Finset.sum_congr rfl fun i _ => ?_
          by_cases hi : i ∈ S
          · simp only [hi, if_true, true_and, Finset.mul_sum]
            refine Finset.sum_congr rfl fun j _ => ?_
            split_ifs <;> simp
          · simp [hi]
  -- exchange the sums over sites and configurations
  have h1 : (∑ i, ∑ j, if G.Adj i j then pairOcc p i j else 0) =
      ∑ S, p S * (2 * bonds G S) := by
    simp only [hb]
    refine Eq.trans ?_ Finset.sum_comm
    refine Finset.sum_congr rfl fun i _ => ?_
    refine Eq.trans ?_ Finset.sum_comm
    refine Finset.sum_congr rfl fun j _ => ?_
    by_cases h : G.Adj i j <;> simp [h, pairOcc]
  have h2 : ∑ i, pairOcc p i i = ∑ S, p S * (S.card : ℝ) := by
    unfold pairOcc
    rw [Finset.sum_comm]
    refine Finset.sum_congr rfl fun S _ => ?_
    simp [mul_comm]
  unfold energy
  rw [h1, h2, Finset.sum_div, Finset.mul_sum, ← Finset.sum_sub_distrib]
  refine Finset.sum_congr rfl fun S _ => ?_
  ring
```

This identity holds for any weights $p$. Nonnegativity and normalisation enter when a bound on every configuration is averaged. Each is needed for the lower bound $-\alpha$, as a single site with $\alpha=1$ shows. The weights $p(\{1\})=2$, $p(\varnothing)=-1$ are normalised but give energy $-2$; so do the nonnegative weights $p(\{1\})=2$, $p(\varnothing)=0$.

Conditions on pairs alone do not replace representability. On a triangle, take $n_i=1/2$ and $P_{ij}=0$ for $i\ne j$. Each pair of sites separately has a valid distribution, yet the energy is $-3/2$, while $\alpha=1$. A variational calculation that optimises $P$ directly under pair conditions can therefore fall below the true minimum. Adding the constraint $n_1+n_2+n_3-P_{12}-P_{13}-P_{23}\le1$, which every configuration satisfies, restores the bound $-1$ for $U\ge1$ and nonnegative $P_{ij}$.

## A simple graph: mutual bonds and no self-repulsion

`SimpleGraph V` makes adjacency symmetric and excludes loops: repulsion is mutual, and a lone particle does not repel itself. Since the terms of $b(S)$ are nonnegative, $b(S)=0$ exactly when $S$ is independent.

```lean
omit [Fintype V] [DecidableEq V] in
/-- A configuration has no occupied bond exactly when it is an independent set. -/
theorem bonds_eq_zero_iff (S : Finset V) :
    bonds G S = 0 ↔ G.IsIndepSet (S : Set V) := by
  have h0 : ∀ i j, (0 : ℝ) ≤ if G.Adj i j then 1 else 0 :=
    fun i j => by split_ifs <;> norm_num
  constructor
  · intro h x hx y hy _ hadj
    have h' : (∑ i ∈ S, ∑ j ∈ S, if G.Adj i j then (1 : ℝ) else 0) = 0 := by
      unfold bonds at h; linarith
    have hx0 := (Finset.sum_eq_zero_iff_of_nonneg
      (fun i _ => Finset.sum_nonneg fun j _ => h0 i j)).1 h' x (Finset.mem_coe.1 hx)
    have hy0 := (Finset.sum_eq_zero_iff_of_nonneg
      (fun j _ => h0 x j)).1 hx0 y (Finset.mem_coe.1 hy)
    simp [hadj] at hy0
  · intro h
    have h' : (∑ i ∈ S, ∑ j ∈ S, if G.Adj i j then (1 : ℝ) else 0) = 0 :=
      Finset.sum_eq_zero fun i hi => Finset.sum_eq_zero fun j hj =>
        if_neg fun hadj => h (Finset.mem_coe.2 hi) (Finset.mem_coe.2 hj) hadj.ne hadj
    unfold bonds
    rw [h', zero_div]
```

Symmetry also enters the main combinatorial step: every $S$ contains an independent $T$ with

$$|S|\le |T|+b(S).$$

For $S=\varnothing$, take $T=\varnothing$. Suppose $T$ serves for $s$, and add a site $a\notin s$ with $d$ neighbours in $s$. Then $b(s\cup\{a\})=b(s)+d$.

- If $d\ge1$, keep $T$: $|s|+1\le|T|+b(s)+d$.
- If $d=0$, use $T\cup\{a\}$, which is independent: both sides grow by one.

The Lean induction makes the same case split. Its inner `hb` is the formula for the added bonds, where symmetry merges the two ordered sums and the absence of loops removes the term for $a$ with itself.

```lean
omit [Fintype V] in
/-- Every configuration contains an independent set that is smaller by at most the number of
occupied bonds. -/
theorem exists_indep_subset (S : Finset V) :
    ∃ T ⊆ S, G.IsIndepSet (T : Set V) ∧ (S.card : ℝ) ≤ T.card + bonds G S := by
  have h0 : ∀ i j, (0 : ℝ) ≤ if G.Adj i j then 1 else 0 :=
    fun i j => by split_ifs <;> norm_num
  induction S using Finset.induction_on with
  | empty => exact ⟨∅, Finset.Subset.refl _, by simp [SimpleGraph.IsIndepSet], by simp [bonds]⟩
  | insert a s ha ih =>
    obtain ⟨T, hT, hI, hc⟩ := ih
    -- adding the site `a` adds its bonds to `s`
    have hb : bonds G (insert a s) =
        bonds G s + ∑ j ∈ s, if G.Adj a j then (1 : ℝ) else 0 := by
      have hs : (∑ i ∈ s, if G.Adj i a then (1 : ℝ) else 0) =
          ∑ i ∈ s, if G.Adj a i then (1 : ℝ) else 0 :=
        Finset.sum_congr rfl fun i _ => if_congr (G.adj_comm i a) rfl rfl
      have haa : (if G.Adj a a then (1 : ℝ) else 0) = 0 := by simp
      unfold bonds
      simp only [Finset.sum_insert ha, Finset.sum_add_distrib]
      rw [hs, haa]
      ring
    rw [hb, Finset.card_insert_of_notMem ha]
    push_cast
    by_cases h : ∃ j ∈ s, G.Adj a j
    · obtain ⟨j, hj, hadj⟩ := h
      have h1 := Finset.single_le_sum (f := fun j => if G.Adj a j then (1 : ℝ) else 0)
        (fun i _ => h0 a i) hj
      simp only [hadj, if_true] at h1
      exact ⟨T, hT.trans (Finset.subset_insert _ _), hI, by linarith⟩
    · have haT : a ∉ T := fun h' => ha (hT h')
      refine ⟨insert a T, Finset.insert_subset_insert _ hT, ?_, ?_⟩
      · intro x hx y hy hxy hadj
        simp only [Finset.coe_insert, Set.mem_insert_iff, Finset.mem_coe] at hx hy
        rcases hx with hx | hx <;> rcases hy with hy | hy
        · exact hxy (hx.trans hy.symm)
        · exact h ⟨y, hT hy, hx ▸ hadj⟩
        · exact h ⟨x, hT hx, hy ▸ hadj.symm⟩
        · exact hI (Finset.mem_coe.2 hx) (Finset.mem_coe.2 hy) hxy hadj
      · have h1 := Finset.sum_nonneg fun j (_ : j ∈ s) => h0 a j
        rw [Finset.card_insert_of_notMem haT]
        push_cast
        linarith
```

If adjacency could be one-way, the factor $1/2$ would charge such a bond only $U/2$. Two sites joined this way and both occupied would have energy $-3/2$ at $U=1$, below $-1$.

## $U\ge1$: a bond costs at least what a particle gains

The condition means that removing one particle from an occupied bond never raises the energy. By hand, it gives $(U-1)b(S)\ge0$, and with $|T|\le\alpha$,

$$U\,b(S)-|S|+\alpha\;\ge\;(U-1)\,b(S)\;\ge\;0.$$

`config_bound` records both inequalities.

```lean
/-- For `U ≥ 1` no configuration has energy below minus the independence number; the excess is
at least `U - 1` per occupied bond. -/
theorem config_bound {U : ℝ} (hU : 1 ≤ U) (S : Finset V) :
    0 ≤ (U - 1) * bonds G S ∧
      (U - 1) * bonds G S ≤ U * bonds G S - (S.card : ℝ) + G.indepNum := by
  obtain ⟨T, _, hI, hc⟩ := exists_indep_subset G S
  have hT : (T.card : ℝ) ≤ G.indepNum := by
    exact_mod_cast SimpleGraph.IsIndepSet.card_le_indepNum hI
  have hb : 0 ≤ bonds G S := by
    unfold bonds
    refine div_nonneg (Finset.sum_nonneg fun i _ => Finset.sum_nonneg fun j _ => ?_) (by norm_num)
    split_ifs <;> norm_num
  exact ⟨mul_nonneg (by linarith) hb, by linarith⟩
```

To attain the bound, put all weight on one configuration $T$. Its energy is $U\,b(T)-|T|$, which equals $-\alpha$ for a maximum independent set.

```lean
/-- A single configuration is an ensemble, and its energy is `U` times its number of occupied
bonds minus its number of particles. -/
theorem pure_energy (U : ℝ) (T : Finset V) :
    IsEnsemble (pureEnsemble T) ∧
      energy G U (pairOcc (pureEnsemble T)) = U * bonds G T - (T.card : ℝ) := by
  refine ⟨⟨fun S => ?_, by simp [pureEnsemble]⟩, ?_⟩
  · unfold pureEnsemble
    split_ifs <;> norm_num
  · rw [energy_pairOcc]
    simp [pureEnsemble]
```

Averaging the configuration bound over an ensemble gives $E_U(P)\ge-\alpha$. `IsLeast` in the next theorem says that $-\alpha$ is a value of the energy on the representable matrices and that no value there is lower. The two branches of its proof are the maximum independent set and the average. With no sites at all, the only configuration is empty and both sides are zero.

```lean
/-- For `U ≥ 1` the minimum of the energy over all representable joint occupations is minus the
independence number of the graph. -/
theorem isLeast_energy {U : ℝ} (hU : 1 ≤ U) :
    IsLeast (energy G U '' {P | Representable P}) (-(G.indepNum : ℝ)) := by
  constructor
  · -- a maximum independent set attains the value
    obtain ⟨T, hT⟩ := SimpleGraph.exists_isNIndepSet_indepNum (G := G)
    obtain ⟨hp, he⟩ := pure_energy G U T
    refine ⟨_, ⟨_, hp, rfl⟩, ?_⟩
    rw [he, (bonds_eq_zero_iff G T).2 hT.isIndepSet, hT.card_eq]
    ring
  · -- averaging preserves the bound on configurations
    rintro _ ⟨_, ⟨p, hp, rfl⟩, rfl⟩
    rw [energy_pairOcc]
    calc -(G.indepNum : ℝ) = ∑ S, p S * (-(G.indepNum : ℝ)) := by
          rw [← Finset.sum_mul, hp.sum_one, one_mul]
      _ ≤ _ := Finset.sum_le_sum fun S _ => by
          obtain ⟨h1, h2⟩ := config_bound G hU S
          exact mul_le_mul_of_nonneg_left (by linarith) (hp.nonneg S)
```

The same hypothesis turns a question about graphs into one about energies: an independent set of exactly $k$ sites exists if and only if some representable $P$ has $E_U(P)\le-k$. Forwards, use the set itself as a pure ensemble. Backwards, $-\alpha\le E_U(P)\le-k$ gives $k\le\alpha$, and any $k$ sites of a maximum independent set will do.

```lean
/-- For `U ≥ 1` the graph has an independent set of `k` sites exactly when some representable
joint occupation matrix has energy at most `-k`. -/
theorem indepSet_iff_energy_le {U : ℝ} (hU : 1 ≤ U) (k : ℕ) :
    (∃ s, G.IsNIndepSet k s) ↔ ∃ P, Representable P ∧ energy G U P ≤ -(k : ℝ) := by
  constructor
  · rintro ⟨s, hs⟩
    obtain ⟨hp, he⟩ := pure_energy G U s
    refine ⟨_, ⟨_, hp, rfl⟩, ?_⟩
    rw [he, (bonds_eq_zero_iff G s).2 hs.isIndepSet, hs.card_eq]
    linarith
  · rintro ⟨P, hP, hE⟩
    have hl := (isLeast_energy G hU).2 ⟨P, hP, rfl⟩
    have hk : k ≤ G.indepNum := by
      have : (k : ℝ) ≤ G.indepNum := by linarith
      exact_mod_cast this
    obtain ⟨T, hT⟩ := SimpleGraph.exists_isNIndepSet_indepNum (G := G)
    obtain ⟨s, hs, hc⟩ := Finset.exists_subset_card_eq (hk.trans_eq hT.card_eq.symm)
    exact ⟨s, ⟨Set.Pairwise.mono (Finset.coe_subset.2 hs) hT.isIndepSet, hc⟩⟩
```

For this classical, hopping-free model with free particle number, minimising a linear energy over exactly representable pair occupations thus answers the independent-set question. That question is NP-complete for general graphs, a fact from complexity theory that is not formalised here.

In a simulated-annealing search for large independent sets, the inequality becomes a repair step. Suppose the search returns ten occupied sites with two occupied bonds, at energy $2U-10$. Emptying one end of each occupied bond leaves an independent set of at least eight sites, whose energy is no higher when $U\ge1$.

## $U>1$: only maximum independent sets survive

With strict inequality, every occupied bond carries a positive excess energy. Normalisation gives

$$E_U(P)+\alpha=\sum_S p(S)\,\bigl(U\,b(S)-|S|+\alpha\bigr),$$

a sum of nonnegative terms. At the minimum each term vanishes, so any $S$ with $p(S)\ne0$ has $(U-1)b(S)=0$. Hence $b(S)=0$ and $|S|=\alpha$. Conversely, an ensemble supported on maximum independent sets makes every term zero. In the proof, `hex` is the displayed identity, and `hb` is where $U-1\ne0$ is used.

```lean
/-- For `U > 1` an ensemble attains the minimum exactly when every configuration of nonzero
weight is a maximum independent set. -/
theorem minimiser_iff {U : ℝ} (hU : 1 < U) {p : Finset V → ℝ} (hp : IsEnsemble p) :
    energy G U (pairOcc p) = -(G.indepNum : ℝ) ↔
      ∀ S, p S ≠ 0 → G.IsNIndepSet G.indepNum S := by
  -- the energy above the minimum is an average of nonnegative excesses
  have hex : energy G U (pairOcc p) + G.indepNum =
      ∑ S, p S * (U * bonds G S - (S.card : ℝ) + G.indepNum) := by
    simp only [mul_add _ _ (G.indepNum : ℝ), Finset.sum_add_distrib]
    rw [← Finset.sum_mul, hp.sum_one, one_mul, energy_pairOcc]
  constructor
  · intro h S hS
    have hz : ∑ S, p S * (U * bonds G S - (S.card : ℝ) + G.indepNum) = 0 := by
      rw [← hex, h]; ring
    have hS0 := (Finset.sum_eq_zero_iff_of_nonneg (fun S _ =>
      mul_nonneg (hp.nonneg S) ((config_bound G hU.le S).1.trans
        (config_bound G hU.le S).2))).1 hz S (Finset.mem_univ S)
    have he := (mul_eq_zero.1 hS0).resolve_left hS
    obtain ⟨h1, h2⟩ := config_bound G hU.le S
    have hb : bonds G S = 0 :=
      (mul_eq_zero.1 (le_antisymm (h2.trans_eq he) h1)).resolve_left (by linarith)
    refine ⟨(bonds_eq_zero_iff G S).1 hb, ?_⟩
    rw [hb] at he
    have hc : (S.card : ℝ) = G.indepNum := by linarith
    exact_mod_cast hc
  · intro h
    have hz : ∑ S, p S * (U * bonds G S - (S.card : ℝ) + G.indepNum) = 0 := by
      refine Finset.sum_eq_zero fun S _ => ?_
      by_cases hS : p S = 0
      · rw [hS, zero_mul]
      · rw [(bonds_eq_zero_iff G S).2 (h S hS).isIndepSet, (h S hS).card_eq]
        ring
    linarith
```

At $U=1$ this characterisation can fail. On a single edge the doubly occupied configuration has energy $U-2=-1$, equal to the minimum, though it is not independent.

## A single edge when $U<1$

The four configurations of two joined sites have energies $0,-1,-1,U-2$, and $\alpha=1$. If $U<1$, double occupation wins, with $U-2<-1$. The last theorem states this for `Fin 2` with the complete graph `⊤`, using the fully occupied pure ensemble.

```lean
/-- For every `U < 1` the graph of two sites joined by an edge has representable joint
occupations with energy below minus its independence number. -/
theorem bound_fails_below_one {U : ℝ} (hU : U < 1) :
    ∃ P : Fin 2 → Fin 2 → ℝ, Representable P ∧
      energy (⊤ : SimpleGraph (Fin 2)) U P < -((⊤ : SimpleGraph (Fin 2)).indepNum : ℝ) := by
  obtain ⟨hp, he⟩ := pure_energy (⊤ : SimpleGraph (Fin 2)) U Finset.univ
  refine ⟨_, ⟨_, hp, rfl⟩, ?_⟩
  obtain ⟨T, hT⟩ := SimpleGraph.exists_isNIndepSet_indepNum (G := (⊤ : SimpleGraph (Fin 2)))
  have hc : T.card ≤ 1 := Finset.card_le_one.2 fun a ha b hb => by
    by_contra hab
    exact hT.isIndepSet (Finset.mem_coe.2 ha) (Finset.mem_coe.2 hb) hab (by simpa using hab)
  rw [hT.card_eq] at hc
  have hc' : ((⊤ : SimpleGraph (Fin 2)).indepNum : ℝ) ≤ 1 := by exact_mod_cast hc
  have hb : bonds (⊤ : SimpleGraph (Fin 2)) Finset.univ = 1 := by
    simp [bonds, Fin.sum_univ_two]
  have h2 : ((Finset.univ : Finset (Fin 2)).card : ℝ) = 2 := by simp
  rw [he, hb, h2]
  linarith

end

end DiagonalRepresentability
```

So no threshold below $1$ works for all graphs. A particular graph may tolerate a smaller $U$: without edges, the minimum is $-|V|=-\alpha$ for every $U$.

```lean
#print axioms DiagonalRepresentability.isLeast_energy
#print axioms DiagonalRepresentability.indepSet_iff_energy_le
#print axioms DiagonalRepresentability.minimiser_iff
#print axioms DiagonalRepresentability.bound_fails_below_one
```

```
'DiagonalRepresentability.isLeast_energy' depends on axioms: [propext, Classical.choice, Quot.sound]
'DiagonalRepresentability.indepSet_iff_energy_le' depends on axioms: [propext, Classical.choice, Quot.sound]
'DiagonalRepresentability.minimiser_iff' depends on axioms: [propext, Classical.choice, Quot.sound]
'DiagonalRepresentability.bound_fails_below_one' depends on axioms: [propext, Classical.choice, Quot.sound]
```
